# Zone folding at finite cutoff for a one-dimensional crystal with a fixed periodic potential

## Comparing a supercell with its primitive cell

Before a supercell is used for a defect or a distortion, its setup can be tested on the perfect crystal. One computes the levels of the doubled cell at Gamma and compares them with those of the primitive cell at $k=0$ and $k=\pi/a$, merged into one list with multiplicities, where $a$ is the primitive period. If the potential is the same one, merely described in a larger cell, and both calculations keep the plane waves whose full wavevector, Bloch vector included, lies within the same cutoff, the two lists should agree up to rounding, even when the cutoff is far too low for converged energies. A discrepancy then points to the setup, to an iterative eigensolver stopped too early, or to a plane wave exactly at the cutoff that rounding has dropped from one of the calculations, and not to the cutoff being low.

This holds because the truncated supercell basis splits exactly into the truncated primitive bases, and a potential of period $a$ does not couple these parts to each other. The result below establishes it for one electron in one dimension with a fixed local potential.

## The potential in two cells

In atomic units, the plane wave labelled by the integer $n$ at Bloch vector $k$ has wavevector $k+2\pi n/a$. The basis keeps those $n$ with
$$|k+2\pi n/a|\le G,$$
where $G$ is the cutoff, corresponding to a kinetic energy $G^2/2$. The Hamiltonian matrix is
$$H_{nn'}(k)=\tfrac12\left(k+\tfrac{2\pi n}{a}\right)^2\delta_{nn'}+V(n-n'),$$
with $V(n)$ the Fourier coefficients of the potential.

Now describe the same crystal by a cell of $L\ge1$ periods. At position $z$, a potential of period $a$ has the value
$$\sum_n V(n)e^{2\pi i n z/a}=\sum_n V(n)e^{2\pi i (Ln)z/(La)}.$$
Its supercell coefficients $U$ therefore obey
$$U(Ln)=V(n),\qquad U(m)=0\ \text{ if } L\nmid m.$$
The second condition says that all $L$ primitive cells are alike, and the first that the potential in them is the one given by $V$. A defect or a distortion that differs between the cells violates the second.

## The factorisation and its Lean statement

Let $K$ be the supercell Bloch vector and set
$$k_j=K+\frac{2\pi j}{La},\qquad j=0,\dots,L-1.$$
The theorem `secular_supercell` states that the characteristic polynomial of the supercell matrix at $K$ is the product over $j$ of those of the primitive matrices at $k_j$, all with cutoff $G$.

The Lean objects correspond to the physics as follows.

- `planeWaves a k G` is the finite set of kept labels. It is defined as an interval of integers, and `mem_planeWaves` proves that this is the cutoff condition above.
- `hamiltonian a k G V` is the matrix, with rows and columns indexed by that set. The same definition serves the supercell, with cell length `(L : ℝ) * a` and potential `U`.
- `secular` is the characteristic polynomial, and `blochVector L a K j` is $k_j$.
- The hypotheses `hV` and `h0` are the two conditions on $U$; `ha` says $a>0$, and `NeZero L` excludes $L=0$.

The coefficients are arbitrary complex numbers. Hermiticity, $V(-n)=\overline{V(n)}$, is not required, so the energy `E` in `supercell_level_iff` is complex. That theorem says that $E$ is a supercell level exactly when it is a primitive level at some $k_j$. Multiplicities are carried by the polynomial identity: if several factors share a root, its multiplicities add.

For $L=2$, $K=0$ and $G=\pi M/a$, with $M$ a natural number, `mem_doubled_gamma` shows that the supercell basis is $|m|\le M$. The kinetic entries are $(\pi m/a)^2/2$, and `secular_doubled_gamma` gives the two factors at $k=0$ and $k=\pi/a$.

The theorems concern levels, not eigenvectors. Three dimensions, nonlocal pseudopotentials and self-consistent potentials are not treated.

Another model would start from a function $v(z)$ of period $a$, integrable over a cell, and define $U$ and $V$ as its Fourier coefficients. The two conditions on $U$ would then be lemmas instead of hypotheses, at the price of some integration theory and of restricting $V$ to sequences that arise from such functions.

## Sorting plane waves by remainder

Every integer $m$ can be written in exactly one way as $m=Ln+j$ with $0\le j<L$. Its supercell wavevector is
$$K+\frac{2\pi(Ln+j)}{La}=K+\frac{2\pi j}{La}+\frac{2\pi n}{a}=k_j+\frac{2\pi n}{a}.$$
So $m$ passes the supercell cutoff exactly when $n$ passes the primitive cutoff at $k_j$. No plane wave is lost or gained at the edge of the basis.

For the matrix elements, take $m=Ln+j$ and $m'=Ln'+j'$. Then
$$m-m'=L(n-n')+(j-j').$$

If $j\ne j'$, then $0<|j-j'|<L$, so $L$ does not divide $m-m'$ and $U(m-m')=0$. The kinetic term also vanishes, because $m\ne m'$. The element is zero.

If $j=j'$, then $\delta_{mm'}=\delta_{nn'}$ and $U(m-m')=U(L(n-n'))=V(n-n')$. With the equality of wavevectors, the element is $H_{nn'}(k_j)$.

Ordering the supercell basis by $j$ thus makes the matrix block diagonal, with blocks $H(k_j)$. Subtracting it from $x$ times the identity keeps this form, and the determinant of a block-diagonal matrix is the product of the determinants of its blocks:
$$\det(x-H^{\rm super})=\prod_{j=0}^{L-1}\det(x-H(k_j)).$$
An empty block contributes the factor $1$.

## The doubled cell with three plane waves

For $L=2$, $K=0$ and $M=1$, the supercell basis is $m=-1,0,1$. The even label $m=0$ gives the one-wave basis $n=0$ at $k=0$. The odd labels $m=-1,1$ give $n=-1,0$ at $k=\pi/a$. With $\varepsilon=(\pi/a)^2/2$, the secular polynomial is
$$\bigl(x-V(0)\bigr)\Bigl[\bigl(x-\varepsilon-V(0)\bigr)^2-V(1)V(-1)\Bigr].$$

The two primitive bases have different sizes, as they must: the doubled cell has $2M+1$ plane waves, an odd number. Giving both primitive calculations the same number of plane waves would therefore make the two lists of levels differ in length. Giving them the wavevector cutoff of the supercell selects the right plane waves for each. For $M=0$ the basis at $\pi/a$ is empty and only the factor $x-V(0)$ remains.

## The Lean file

```lean
import Mathlib

open Polynomial
open scoped Real

namespace PlaneWaveSupercell

noncomputable section

/-- Integer labels of the plane waves kept at Bloch vector `k` for cell length `a` and
wavevector cutoff `G`. -/
def planeWaves (a k G : ℝ) : Finset ℤ :=
  Finset.Icc ⌈(-G - k) * a / (2 * π)⌉ ⌊(G - k) * a / (2 * π)⌋

/-- The plane-wave Hamiltonian (atomic units) at Bloch vector `k`: kinetic energy on the
diagonal plus the Fourier coefficients `V (n - n')` of the potential. -/
def hamiltonian (a k G : ℝ) (V : ℤ → ℂ) :
    Matrix (planeWaves a k G) (planeWaves a k G) ℂ :=
  Matrix.of fun n n' =>
    (if n = n' then (((k + 2 * π * ((n : ℤ) : ℝ) / a) ^ 2 / 2 : ℝ) : ℂ) else 0)
      + V ((n : ℤ) - (n' : ℤ))

/-- The secular polynomial: the characteristic polynomial of the plane-wave Hamiltonian. -/
def secular (a k G : ℝ) (V : ℤ → ℂ) : ℂ[X] := (hamiltonian a k G V).charpoly

/-- The primitive-cell Bloch vector `K + 2πj/(La)`. -/
def blochVector (L : ℕ) (a K : ℝ) (j : Fin L) : ℝ :=
  K + 2 * π * ((j : ℕ) : ℝ) / ((L : ℝ) * a)

/-- The residue of a supercell plane-wave label modulo the number `L` of primitive cells. -/
def residue (L : ℕ) [NeZero L] (m : ℤ) : Fin L :=
  ⟨(m % (L : ℤ)).toNat, by
    have hL : (0 : ℤ) < L := by exact_mod_cast Nat.pos_of_ne_zero (NeZero.ne L)
    have h1 := Int.emod_nonneg m hL.ne'
    have h2 := Int.emod_lt_of_pos m hL
    omega⟩

/-- A plane wave is in the basis exactly when its wavevector has modulus at most `G`. -/
theorem mem_planeWaves {a k G : ℝ} (ha : 0 < a) {n : ℤ} :
    n ∈ planeWaves a k G ↔ |k + 2 * π * (n : ℝ) / a| ≤ G := by
  have hp : 0 < 2 * π := by positivity
  have hq : (n : ℝ) * (2 * π) = (2 * π * (n : ℝ) / a) * a := by
    rw [div_mul_cancel₀ _ ha.ne']; ring
  rw [planeWaves, Finset.mem_Icc, Int.ceil_le, Int.le_floor, abs_le,
    div_le_iff₀ hp, le_div_iff₀ hp, hq]
  constructor
  · rintro ⟨h1, h2⟩
    have h1' := le_of_mul_le_mul_right h1 ha
    have h2' := le_of_mul_le_mul_right h2 ha
    constructor <;> linarith
  · rintro ⟨h1, h2⟩
    exact ⟨mul_le_mul_of_nonneg_right (by linarith) ha.le,
      mul_le_mul_of_nonneg_right (by linarith) ha.le⟩

variable {L : ℕ} [NeZero L] {a K G : ℝ} {U V : ℤ → ℂ}

/-- The supercell plane wave `Ln + j` has the same wavevector as the primitive plane wave `n`
at the Bloch vector `K + 2πj/(La)`. -/
theorem wavevector_unfold (ha : 0 < a) (j : Fin L) (n : ℤ) :
    K + 2 * π * (((L : ℤ) * n + ((j : ℕ) : ℤ) : ℤ) : ℝ) / ((L : ℝ) * a)
      = blochVector L a K j + 2 * π * (n : ℝ) / a := by
  have hL : (L : ℝ) ≠ 0 := Nat.cast_ne_zero.mpr (NeZero.ne L)
  have ha' := ha.ne'
  unfold blochVector
  push_cast
  field_simp
  ring

/-- The supercell plane wave `Ln + j` belonging to the primitive plane wave `n`. -/
def toSupercell (ha : 0 < a) (j : Fin L) (n : planeWaves a (blochVector L a K j) G) :
    planeWaves ((L : ℝ) * a) K G :=
  ⟨(L : ℤ) * (n : ℤ) + ((j : ℕ) : ℤ), by
    have hL : (0 : ℝ) < L := by exact_mod_cast Nat.pos_of_ne_zero (NeZero.ne L)
    rw [mem_planeWaves (mul_pos hL ha), wavevector_unfold ha]
    exact (mem_planeWaves ha).1 n.2⟩

/-- For fixed `j`, different primitive plane waves give different supercell plane waves. -/
theorem toSupercell_injective (ha : 0 < a) (j : Fin L) :
    Function.Injective (toSupercell (K := K) (G := G) ha j) := by
  intro n n' h
  have hL : (L : ℤ) ≠ 0 := Nat.cast_ne_zero.mpr (NeZero.ne L)
  have h1 : (L : ℤ) * (n : ℤ) + ((j : ℕ) : ℤ) = (L : ℤ) * (n' : ℤ) + ((j : ℕ) : ℤ) :=
    congrArg Subtype.val h
  exact Subtype.ext (mul_left_cancel₀ hL (add_right_cancel h1))

/-- The primitive basis at `K + 2πj/(La)` is in bijection with the supercell plane waves of
residue `j`, at the same cutoff. -/
def sectorEquiv (ha : 0 < a) (j : Fin L) :
    planeWaves a (blochVector L a K j) G ≃
      {m : planeWaves ((L : ℝ) * a) K G // residue L (m : ℤ) = j} :=
  Equiv.ofBijective
    (fun n => ⟨toSupercell ha j n, by
      apply Fin.ext
      change (((L : ℤ) * (n : ℤ) + ((j : ℕ) : ℤ)) % (L : ℤ)).toNat = (j : ℕ)
      rw [add_comm, Int.add_mul_emod_self_left,
        Int.emod_eq_of_lt (by positivity) (by exact_mod_cast j.2)]
      exact Int.toNat_natCast _⟩)
    ⟨fun n n' h => toSupercell_injective ha j (congrArg Subtype.val h), by
      rintro ⟨⟨m, hm⟩, hj⟩
      have hL : (0 : ℝ) < L := by exact_mod_cast Nat.pos_of_ne_zero (NeZero.ne L)
      have hLz : (L : ℤ) ≠ 0 := Nat.cast_ne_zero.mpr (NeZero.ne L)
      have hr : (m % (L : ℤ)).toNat = (j : ℕ) := congrArg Fin.val hj
      have h0 := Int.emod_nonneg m hLz
      have h1 : m % (L : ℤ) = ((j : ℕ) : ℤ) := by omega
      -- division with remainder recovers the primitive label
      have h2 : (L : ℤ) * (m / (L : ℤ)) + ((j : ℕ) : ℤ) = m := by
        rw [← h1, Int.emod_def]; ring
      refine ⟨⟨m / (L : ℤ), ?_⟩, Subtype.ext (Subtype.ext h2)⟩
      rw [mem_planeWaves ha, ← wavevector_unfold ha, h2]
      exact (mem_planeWaves (mul_pos hL ha)).1 hm⟩

/-- Between supercell plane waves of the same residue, the Hamiltonian has the matrix elements
of the primitive cell. -/
theorem hamiltonian_toSupercell (ha : 0 < a) (hV : ∀ n, U ((L : ℤ) * n) = V n)
    (j : Fin L) (n n' : planeWaves a (blochVector L a K j) G) :
    hamiltonian ((L : ℝ) * a) K G U (toSupercell ha j n) (toSupercell ha j n')
      = hamiltonian a (blochVector L a K j) G V n n' := by
  have hinj : toSupercell ha j n = toSupercell ha j n' ↔ n = n' :=
    (toSupercell_injective ha j).eq_iff
  have hc : ∀ x : planeWaves a (blochVector L a K j) G,
      ((toSupercell ha j x : planeWaves ((L : ℝ) * a) K G) : ℤ)
        = (L : ℤ) * (x : ℤ) + ((j : ℕ) : ℤ) := fun _ => rfl
  have hsub : ((L : ℤ) * (n : ℤ) + ((j : ℕ) : ℤ)) - ((L : ℤ) * (n' : ℤ) + ((j : ℕ) : ℤ))
      = (L : ℤ) * ((n : ℤ) - (n' : ℤ)) := by ring
  simp only [hamiltonian, Matrix.of_apply, hinj, hc, wavevector_unfold ha, hsub, hV]

/-- A primitive-periodic potential does not couple supercell plane waves of different residue. -/
theorem hamiltonian_eq_zero (h0 : ∀ m, ¬ (L : ℤ) ∣ m → U m = 0)
    (m m' : planeWaves ((L : ℝ) * a) K G) (h : residue L (m : ℤ) ≠ residue L (m' : ℤ)) :
    hamiltonian ((L : ℝ) * a) K G U m m' = 0 := by
  have hne : m ≠ m' := fun e => h (by rw [e])
  have hd : ¬ (L : ℤ) ∣ (m : ℤ) - (m' : ℤ) := by
    rintro ⟨c, hc⟩
    apply h
    have e : (m : ℤ) = (m' : ℤ) + (L : ℤ) * c := by linarith
    apply Fin.ext
    change ((m : ℤ) % (L : ℤ)).toNat = ((m' : ℤ) % (L : ℤ)).toNat
    rw [e, Int.add_mul_emod_self_left]
  simp only [hamiltonian, Matrix.of_apply, if_neg hne, h0 _ hd, add_zero]

/-- Zone folding at finite cutoff: the secular polynomial of a supercell of `L` primitive cells
is the product of the primitive ones at the Bloch vectors `K + 2πj/(La)`, at the same cutoff. -/
theorem secular_supercell (ha : 0 < a) (hV : ∀ n, U ((L : ℤ) * n) = V n)
    (h0 : ∀ m, ¬ (L : ℤ) ∣ m → U m = 0) :
    secular ((L : ℝ) * a) K G U = ∏ j : Fin L, secular a (blochVector L a K j) G V := by
  have htri : (hamiltonian ((L : ℝ) * a) K G U).charmatrix.BlockTriangular
      (fun m => residue L (m : ℤ)) := by
    intro m m' h
    have hne : m ≠ m' := by
      rintro rfl
      exact lt_irrefl _ h
    rw [Matrix.charmatrix_apply_ne _ _ _ hne, hamiltonian_eq_zero h0 m m' (ne_of_gt h),
      map_zero, neg_zero]
  -- the determinant factors over residues
  rw [secular, Matrix.charpoly, htri.det_fintype]
  refine Finset.prod_congr rfl fun j _ => ?_
  -- each factor is relabelled by the primitive plane waves
  refine (Matrix.det_submatrix_equiv_self (sectorEquiv ha j) _).symm.trans ?_
  refine congrArg Matrix.det (Matrix.ext fun n n' => ?_)
  change (hamiltonian ((L : ℝ) * a) K G U).charmatrix (toSupercell ha j n)
    (toSupercell ha j n') = (hamiltonian a (blochVector L a K j) G V).charmatrix n n'
  rcases eq_or_ne n n' with rfl | h
  · rw [Matrix.charmatrix_apply_eq, Matrix.charmatrix_apply_eq, hamiltonian_toSupercell ha hV]
  · rw [Matrix.charmatrix_apply_ne _ _ _ ((toSupercell_injective ha j).ne h),
      Matrix.charmatrix_apply_ne _ _ _ h, hamiltonian_toSupercell ha hV]

/-- For the doubled cell at Gamma, the cutoff `πM/a` keeps exactly the integers `|m| ≤ M`. -/
theorem mem_doubled_gamma (ha : 0 < a) (M : ℕ) (m : ℤ) :
    m ∈ planeWaves (2 * a) 0 (π * M / a) ↔ |m| ≤ (M : ℤ) := by
  have hp : 0 < π / a := div_pos Real.pi_pos ha
  have h1 : 0 + 2 * π * (m : ℝ) / (2 * a) = π / a * m := by
    rw [zero_add, mul_assoc, mul_div_mul_left _ _ (two_ne_zero' ℝ)]; ring
  have h2 : π * M / a = π / a * M := by ring
  rw [mem_planeWaves (by positivity), h1, h2, abs_mul, abs_of_pos hp]
  constructor
  · intro h
    have h' := le_of_mul_le_mul_left h hp
    exact_mod_cast h'
  · intro h
    exact mul_le_mul_of_nonneg_left (by exact_mod_cast h) hp.le

/-- The doubled-cell secular polynomial at Gamma with cutoff `πM/a` is the product of the
primitive ones at `k = 0` and `k = π/a` with the same cutoff. -/
theorem secular_doubled_gamma (ha : 0 < a) (M : ℕ) (hV : ∀ n, U (2 * n) = V n)
    (h0 : ∀ m, Odd m → U m = 0) :
    secular (2 * a) 0 (π * M / a) U
      = secular a 0 (π * M / a) V * secular a (π / a) (π * M / a) V := by
  have h := secular_supercell (L := 2) (K := 0) (G := π * M / a) (U := U) (V := V) ha
    (fun n => by exact_mod_cast hV n)
    (fun m hm => h0 m (by
      rw [Int.odd_iff]
      push_cast at hm
      omega))
  have k0 : blochVector 2 a 0 0 = 0 := by simp [blochVector]
  have k1 : blochVector 2 a 0 1 = π / a := by
    change 0 + 2 * π * ((1 : ℕ) : ℝ) / (((2 : ℕ) : ℝ) * a) = π / a
    rw [Nat.cast_one, Nat.cast_ofNat, zero_add, mul_one,
      mul_div_mul_left _ _ (two_ne_zero' ℝ)]
  rw [Fin.prod_univ_two, k0, k1, Nat.cast_ofNat] at h
  exact h

/-- An energy is a root of the supercell secular polynomial exactly when it is a root of a
primitive one at some Bloch vector `K + 2πj/(La)`. -/
theorem supercell_level_iff (ha : 0 < a) (hV : ∀ n, U ((L : ℤ) * n) = V n)
    (h0 : ∀ m, ¬ (L : ℤ) ∣ m → U m = 0) (E : ℂ) :
    (secular ((L : ℝ) * a) K G U).IsRoot E
      ↔ ∃ j : Fin L, (secular a (blochVector L a K j) G V).IsRoot E := by
  rw [secular_supercell ha hV h0]
  simp only [Polynomial.IsRoot.def, Polynomial.eval_prod, Finset.prod_eq_zero_iff,
    Finset.mem_univ, true_and]

end

end PlaneWaveSupercell
```

```lean
#print axioms PlaneWaveSupercell.secular_supercell
-- 'PlaneWaveSupercell.secular_supercell' depends on axioms: [propext, Classical.choice, Quot.sound]
#print axioms PlaneWaveSupercell.mem_doubled_gamma
-- 'PlaneWaveSupercell.mem_doubled_gamma' depends on axioms: [propext, Classical.choice, Quot.sound]
#print axioms PlaneWaveSupercell.secular_doubled_gamma
-- 'PlaneWaveSupercell.secular_doubled_gamma' depends on axioms: [propext, Classical.choice, Quot.sound]
#print axioms PlaneWaveSupercell.supercell_level_iff
-- 'PlaneWaveSupercell.supercell_level_iff' depends on axioms: [propext, Classical.choice, Quot.sound]
```

## From remainders to a determinant in Lean

`wavevector_unfold` is the equality of wavevectors, obtained by clearing denominators. With `mem_planeWaves` it lets `toSupercell` send a kept primitive label $n$ to the kept supercell label $Ln+j$. `toSupercell_injective` cancels $j$ and then $L$ to show that no two labels collide.

`sectorEquiv` makes this map a bijection onto the supercell labels with remainder $j$. For surjectivity it takes such an $m$, uses the integer quotient $m/L$ as the primitive label, and recovers $m$ by division with remainder. The wavevector equality, read backwards, shows that this quotient passes the primitive cutoff.

The two cases for the matrix elements are separate lemmas. `hamiltonian_toSupercell` treats equal remainders: it rewrites the difference of labels as $L(n-n')$ and applies `hV`. `hamiltonian_eq_zero` treats different remainders: if $L$ divided $m-m'$, the remainders would agree, so `h0` applies.

`secular_supercell` assembles these facts in three steps:

1. The characteristic matrix is shown to be block triangular with respect to `residue`. This is weaker than block diagonal, but it suffices for `det_fintype` to factor the determinant over all $j$.
2. `Matrix.det_submatrix_equiv_self` relabels each block by the primitive plane waves through `sectorEquiv`, which leaves its determinant unchanged.
3. The relabelled block is compared entry by entry with the primitive characteristic matrix. Diagonal and off-diagonal entries are handled separately, since $x$ appears only on the diagonal.

For the doubled cell, `secular_doubled_gamma` sets $L=2$, turns "not divisible by 2" into "odd", and evaluates the two Bloch vectors as $0$ and $\pi/a$. `supercell_level_iff` evaluates the factorised polynomial at $E$ and uses the fact that a finite product of complex numbers vanishes exactly when one of its factors does.
